# Positivity of J − K for a repulsive kernel and a positive semidefinite density on a finite grid

Coulomb repulsion diverges when two electrons coincide, so a direct sum over all pairs of points of one grid needs a finite number in its place there. We replace the two-electron integrals by sums over a finite set of points, with a real kernel $v(x,y)$ whose diagonal values $v(x,x)$ are arbitrary. Between distinct points the kernel is nonnegative, as for the Coulomb repulsion of electrons, and this sign condition is all that "repulsive" means here. Also $v(x,y)=v(y,x)$, since the electrons are interchangeable. A point may carry a spin label as well as a position; two spins at one position are then distinct points.

## The pair identity and the energy bounds

Let $\phi_p$ be real basis functions, $D$ a real density matrix and $h$ the one-electron matrix. Define

$$(pq|rs)=\sum_{x,y}\phi_p(x)\phi_q(x)\,v(x,y)\,\phi_r(y)\phi_s(y),$$

$$J_{pq}=\sum_{r,s}(pq|rs)D_{rs},\qquad K_{pq}=\sum_{r,s}(pr|qs)D_{rs}.$$

Write $G=J-K$, $F=h+G$ and $E=\mathrm{tr}(hD)+\tfrac12\mathrm{tr}(GD)$. The claim is that $G$ is positive semidefinite whenever $D$ is.

For real coefficients $c_p$, put $\psi(x)=\sum_p c_p\phi_p(x)$ and $\gamma(x,y)=\sum_{r,s}\phi_r(x)D_{rs}\phi_s(y)$. Interchanging the finite sums gives

$$c^TJc=\sum_{x,y}v(x,y)\psi(x)^2\gamma(y,y),\qquad c^TKc=\sum_{x,y}v(x,y)\psi(x)\psi(y)\gamma(x,y).$$

Now let $w_r(x,y)=\psi(x)\phi_r(y)-\psi(y)\phi_r(x)$. Expanding,

$$w^TDw=\psi(x)^2\gamma(y,y)+\psi(y)^2\gamma(x,x)-\psi(x)\psi(y)\,[\gamma(x,y)+\gamma(y,x)].$$

Multiply by $v(x,y)$ and sum. Exchanging $x$ and $y$ shows that the two direct terms have equal sums, as do the two exchange terms, so

$$2\,c^TGc=\sum_{x,y}v(x,y)\,w(x,y)^TD\,w(x,y).$$

Terms with $x=y$ vanish because $w(x,x)=0$; the others are nonnegative. Moreover, $G$ is symmetric: $(pq|rs)=(qp|rs)$ gives $J_{qp}=J_{pq}$, while $(qr|ps)=(ps|qr)$ and $D_{rs}=D_{sr}$ give $K_{qp}=K_{pq}$ after relabelling.

Factor $D=B^TB$. Then $\mathrm{tr}(GD)=\mathrm{tr}(BGB^T)\ge0$. Since $E-\mathrm{tr}(hD)$ and $\mathrm{tr}(FD)-E$ both equal $\tfrac12\mathrm{tr}(GD)$,

$$\mathrm{tr}(hD)\le E(D)\le\mathrm{tr}(F(D)D).$$

Linearity gives $F(D')-F(D)=G(D'-D)$, so $F(D')-F(D)$ is positive semidefinite whenever $D'-D$ is.

In Hartree-Fock theory with this finite-grid interaction, the positivity of $G$ means that the expectation value of the Fock operator in any real orbital of the basis is at least that of the one-electron operator.

## The model in Lean

The finite types `n` and `X` index basis functions and grid points.

```lean
import Mathlib

open Matrix
open scoped MatrixOrder

namespace HartreeFockPositivity

noncomputable section

variable {n X : Type*} [Fintype n] [Fintype X]
```

The integral is a double sum without separate quadrature weights; nonnegative weights can be absorbed into `v`.

```lean
/-- The two-electron integral `(pq|rs)` of real basis functions `φ` on a finite grid,
with interaction kernel `v`. -/
def eri (φ : n → X → ℝ) (v : X → X → ℝ) (p q r s : n) : ℝ :=
  ∑ x, ∑ y, φ p x * φ q x * v x y * (φ r y * φ s y)
```

The contractions follow the spin-orbital convention, with no factor of one half on exchange.

```lean
/-- The Coulomb matrix `J(D)`, with entries `∑ (pq|rs) D_rs`. -/
def coulomb (φ : n → X → ℝ) (v : X → X → ℝ) (D : Matrix n n ℝ) : Matrix n n ℝ :=
  Matrix.of fun p q => ∑ r, ∑ s, eri φ v p q r s * D r s

/-- The exchange matrix `K(D)`, with entries `∑ (pr|qs) D_rs`. -/
def exchange (φ : n → X → ℝ) (v : X → X → ℝ) (D : Matrix n n ℝ) : Matrix n n ℝ :=
  Matrix.of fun p q => ∑ r, ∑ s, eri φ v p r q s * D r s

/-- The mean-field interaction `J(D) - K(D)`. -/
def meanField (φ : n → X → ℝ) (v : X → X → ℝ) (D : Matrix n n ℝ) : Matrix n n ℝ :=
  coulomb φ v D - exchange φ v D
```

The matrix `h` is arbitrary, and the energy contains no nuclear repulsion.

```lean
/-- The Fock matrix `F(D) = h + J(D) - K(D)`. -/
def fock (h : Matrix n n ℝ) (φ : n → X → ℝ) (v : X → X → ℝ) (D : Matrix n n ℝ) :
    Matrix n n ℝ :=
  h + meanField φ v D

/-- The Hartree-Fock energy `E(D) = tr(hD) + tr((J(D) - K(D))D)/2`. -/
def energy (h : Matrix n n ℝ) (φ : n → X → ℝ) (v : X → X → ℝ) (D : Matrix n n ℝ) : ℝ :=
  (h * D).trace + 1 / 2 * (meanField φ v D * D).trace
```

The next three definitions are $\psi$, $\gamma$ and $w$.

```lean
/-- The value at the grid point `x` of the orbital with coefficients `c`. -/
def orbital (φ : n → X → ℝ) (c : n → ℝ) (x : X) : ℝ := ∑ p, c p * φ p x

/-- The one-particle density matrix `γ(x,y)` on the grid. -/
def gridDensity (φ : n → X → ℝ) (D : Matrix n n ℝ) (x y : X) : ℝ :=
  (fun r => φ r x) ⬝ᵥ D *ᵥ (fun s => φ s y)

/-- The antisymmetrised product of an orbital `ψ` with each basis function,
`ψ(x) φ_r(y) - ψ(y) φ_r(x)`, as a vector in `r`. -/
def antisymPair (φ : n → X → ℝ) (c : n → ℝ) (x y : X) : n → ℝ :=
  orbital φ c x • (fun r => φ r y) - orbital φ c y • (fun r => φ r x)
```

## From quadratic forms to positivity

The first lemma interchanges basis and grid sums.

```lean
/-- Sums over two basis indices and two grid points may be interchanged. -/
theorem sum_swap (f : n → n → X → X → ℝ) :
    ∑ r, ∑ s, ∑ x, ∑ y, f r s x y = ∑ x, ∑ y, ∑ r, ∑ s, f r s x y := by
  have h3 : ∀ g : n → n → X → ℝ,
      ∑ r, ∑ s, ∑ x, g r s x = ∑ x, ∑ r, ∑ s, g r s x := fun g =>
    (Finset.sum_congr rfl fun r _ => Finset.sum_comm).trans Finset.sum_comm
  exact (h3 fun r s x => ∑ y, f r s x y).trans
    (Finset.sum_congr rfl fun x _ => h3 fun r s y => f r s x y)
```

In the next two proofs, `hJ` and `hK` write the matrix entries through $\gamma$; a second interchange then assembles $\psi$ from its coefficients.

```lean
/-- For the orbital `ψ` with coefficients `c`, the quadratic form of `J(D)` at `c` is the sum of
`v(x,y) ψ(x)² γ(y,y)`. -/
theorem coulomb_quadratic (φ : n → X → ℝ) (v : X → X → ℝ) (D : Matrix n n ℝ) (c : n → ℝ) :
    c ⬝ᵥ coulomb φ v D *ᵥ c =
      ∑ x, ∑ y, v x y * (orbital φ c x * orbital φ c x * gridDensity φ D y y) := by
  have hJ : ∀ p q, coulomb φ v D p q =
      ∑ x, ∑ y, φ p x * φ q x * v x y * gridDensity φ D y y := by
    intro p q
    simp only [coulomb, Matrix.of_apply, eri, Finset.sum_mul]
    rw [sum_swap]
    refine Finset.sum_congr rfl fun x _ => Finset.sum_congr rfl fun y _ => ?_
    simp only [gridDensity, dotProduct, Matrix.mulVec, Finset.mul_sum]
    exact Finset.sum_congr rfl fun r _ => Finset.sum_congr rfl fun s _ => by ring
  simp only [dotProduct, Matrix.mulVec, hJ, Finset.mul_sum, Finset.sum_mul]
  rw [sum_swap]
  refine Finset.sum_congr rfl fun x _ => Finset.sum_congr rfl fun y _ => ?_
  have ho : orbital φ c x * orbital φ c x = ∑ p, ∑ q, c p * φ p x * (c q * φ q x) := by
    simp only [orbital]
    rw [Finset.sum_mul_sum]
  rw [ho]
  simp only [Finset.mul_sum, Finset.sum_mul]
  exact Finset.sum_congr rfl fun p _ => Finset.sum_congr rfl fun q _ => by ring

/-- For the orbital `ψ` with coefficients `c`, the quadratic form of `K(D)` at `c` is the sum of
`v(x,y) ψ(x) ψ(y) γ(x,y)`. -/
theorem exchange_quadratic (φ : n → X → ℝ) (v : X → X → ℝ) (D : Matrix n n ℝ) (c : n → ℝ) :
    c ⬝ᵥ exchange φ v D *ᵥ c =
      ∑ x, ∑ y, v x y * (orbital φ c x * orbital φ c y * gridDensity φ D x y) := by
  have hK : ∀ p q, exchange φ v D p q =
      ∑ x, ∑ y, φ p x * φ q y * v x y * gridDensity φ D x y := by
    intro p q
    simp only [exchange, Matrix.of_apply, eri, Finset.sum_mul]
    rw [sum_swap]
    refine Finset.sum_congr rfl fun x _ => Finset.sum_congr rfl fun y _ => ?_
    simp only [gridDensity, dotProduct, Matrix.mulVec, Finset.mul_sum]
    exact Finset.sum_congr rfl fun r _ => Finset.sum_congr rfl fun s _ => by ring
  simp only [dotProduct, Matrix.mulVec, hK, Finset.mul_sum, Finset.sum_mul]
  rw [sum_swap]
  refine Finset.sum_congr rfl fun x _ => Finset.sum_congr rfl fun y _ => ?_
  have ho : orbital φ c x * orbital φ c y = ∑ p, ∑ q, c p * φ p x * (c q * φ q y) := by
    simp only [orbital]
    rw [Finset.sum_mul_sum]
  rw [ho]
  simp only [Finset.mul_sum, Finset.sum_mul]
  exact Finset.sum_congr rfl fun p _ => Finset.sum_congr rfl fun q _ => by ring
```

Here `hw` is the expansion of $w^TDw$, and `s1` and `s2` exchange the grid points in the direct and exchange terms. This identity needs a symmetric kernel, but neither symmetry nor positivity of $D$.

```lean
/-- For a symmetric kernel, twice the quadratic form of `J(D) - K(D)` is the kernel-weighted
sum of the quadratic form of `D` on antisymmetrised pairs. -/
theorem meanField_quadratic (φ : n → X → ℝ) (v : X → X → ℝ) (hv : ∀ x y, v x y = v y x)
    (D : Matrix n n ℝ) (c : n → ℝ) :
    2 * (c ⬝ᵥ meanField φ v D *ᵥ c) =
      ∑ x, ∑ y, v x y * (antisymPair φ c x y ⬝ᵥ D *ᵥ antisymPair φ c x y) := by
  have hw : ∀ x y, antisymPair φ c x y ⬝ᵥ D *ᵥ antisymPair φ c x y =
      orbital φ c x * orbital φ c x * gridDensity φ D y y
      - orbital φ c x * orbital φ c y * gridDensity φ D y x
      - orbital φ c x * orbital φ c y * gridDensity φ D x y
      + orbital φ c y * orbital φ c y * gridDensity φ D x x := by
    intro x y
    simp only [antisymPair, gridDensity, Matrix.mulVec_sub, Matrix.mulVec_smul,
      sub_dotProduct, dotProduct_sub, smul_dotProduct, dotProduct_smul, smul_eq_mul]
    ring
  -- exchanging the two electrons identifies the direct terms, and the exchange terms
  have s1 : ∑ x, ∑ y, v x y * (orbital φ c y * orbital φ c y * gridDensity φ D x x) =
      ∑ x, ∑ y, v x y * (orbital φ c x * orbital φ c x * gridDensity φ D y y) := by
    rw [Finset.sum_comm]
    refine Finset.sum_congr rfl fun x _ => Finset.sum_congr rfl fun y _ => ?_
    rw [hv y x]
  have s2 : ∑ x, ∑ y, v x y * (orbital φ c x * orbital φ c y * gridDensity φ D y x) =
      ∑ x, ∑ y, v x y * (orbital φ c x * orbital φ c y * gridDensity φ D x y) := by
    rw [Finset.sum_comm]
    refine Finset.sum_congr rfl fun x _ => Finset.sum_congr rfl fun y _ => ?_
    rw [hv y x]
    ring
  rw [meanField, Matrix.sub_mulVec, dotProduct_sub, coulomb_quadratic, exchange_quadratic]
  simp only [hw, mul_add, mul_sub, Finset.sum_add_distrib, Finset.sum_sub_distrib]
  linarith [s1, s2]
```

`PosSemidef` includes symmetry, so the main theorem proves that first, using the integral symmetries `e1` and `e2`. It then separates the case $x=y$ from the nonnegative terms. No electron number, idempotency or orthonormal basis is assumed.

```lean
/-- For a symmetric kernel that is nonnegative between distinct grid points and a positive
semidefinite density matrix `D`, the matrix `J(D) - K(D)` is positive semidefinite. -/
theorem meanField_posSemidef (φ : n → X → ℝ) (v : X → X → ℝ) (hv : ∀ x y, v x y = v y x)
    (hpos : ∀ x y, x ≠ y → 0 ≤ v x y) {D : Matrix n n ℝ} (hD : D.PosSemidef) :
    (meanField φ v D).PosSemidef := by
  have hDs : ∀ r s, D s r = D r s := fun r s => by simpa using hD.isHermitian.apply r s
  have e1 : ∀ p q r s, eri φ v q p r s = eri φ v p q r s := fun p q r s =>
    Finset.sum_congr rfl fun x _ => Finset.sum_congr rfl fun y _ => by ring
  have e2 : ∀ p q r s, eri φ v p q r s = eri φ v r s p q := by
    intro p q r s
    unfold eri
    rw [Finset.sum_comm]
    refine Finset.sum_congr rfl fun x _ => Finset.sum_congr rfl fun y _ => ?_
    rw [hv y x]
    ring
  have hJ : ∀ p q, coulomb φ v D q p = coulomb φ v D p q := by
    intro p q
    simp only [coulomb, Matrix.of_apply, e1 p q]
  have hK : ∀ p q, exchange φ v D q p = exchange φ v D p q := by
    intro p q
    simp only [exchange, Matrix.of_apply]
    rw [Finset.sum_comm]
    refine Finset.sum_congr rfl fun r _ => Finset.sum_congr rfl fun s _ => ?_
    rw [e2 q s p r, hDs r s]
  refine Matrix.PosSemidef.of_dotProduct_mulVec_nonneg ?_ fun c => ?_
  · refine Matrix.IsHermitian.ext fun p q => ?_
    simp only [meanField, Matrix.sub_apply, star_trivial, hJ p q, hK p q]
  · -- every pair of grid points contributes a nonnegative amount
    have hsum : 0 ≤ ∑ x, ∑ y,
        v x y * (antisymPair φ c x y ⬝ᵥ D *ᵥ antisymPair φ c x y) := by
      refine Finset.sum_nonneg fun x _ => Finset.sum_nonneg fun y _ => ?_
      by_cases hxy : x = y
      · subst hxy
        have h0 : antisymPair φ c x x = 0 := by simp [antisymPair]
        simp [h0]
      · have hq := hD.dotProduct_mulVec_nonneg (antisymPair φ c x y)
        rw [star_trivial] at hq
        exact mul_nonneg (hpos x y hxy) hq
    rw [star_trivial]
    linarith [meanField_quadratic φ v hv D c]
```

## Consequences for the Fock matrix and the energy

Monotonicity requires only that the difference `D' - D` be positive semidefinite.

```lean
/-- For a symmetric kernel that is nonnegative between distinct grid points, the Fock matrix
grows with the density: if `D' - D` is positive semidefinite, so is `F(D') - F(D)`. -/
theorem fock_monotone (h : Matrix n n ℝ) (φ : n → X → ℝ) (v : X → X → ℝ)
    (hv : ∀ x y, v x y = v y x) (hpos : ∀ x y, x ≠ y → 0 ≤ v x y)
    {D D' : Matrix n n ℝ} (hD : (D' - D).PosSemidef) :
    (fock h φ v D' - fock h φ v D).PosSemidef := by
  have hlin : fock h φ v D' - fock h φ v D = meanField φ v (D' - D) := by
    ext p q
    simp only [fock, meanField, coulomb, exchange, Matrix.sub_apply, Matrix.add_apply,
      Matrix.of_apply, mul_sub, Finset.sum_sub_distrib]
    ring
  rw [hlin]
  exact meanField_posSemidef φ v hv hpos hD
```

Cancelling `h` gives the single-density statement.

```lean
/-- For a symmetric kernel that is nonnegative between distinct grid points and a positive
semidefinite `D`, the matrix `F(D) - h` is positive semidefinite. -/
theorem fock_sub_core_posSemidef (h : Matrix n n ℝ) (φ : n → X → ℝ) (v : X → X → ℝ)
    (hv : ∀ x y, v x y = v y x) (hpos : ∀ x y, x ≠ y → 0 ≤ v x y)
    {D : Matrix n n ℝ} (hD : D.PosSemidef) : (fock h φ v D - h).PosSemidef := by
  rw [fock, add_sub_cancel_left]
  exact meanField_posSemidef φ v hv hpos hD
```

The energy proof obtains the factor `B` and uses cyclicity of the trace; `ht` then supplies both inequalities.

```lean
/-- For a symmetric kernel that is nonnegative between distinct grid points and a positive
semidefinite `D`, the energy obeys `tr(hD) ≤ E(D) ≤ tr(F(D)D)`. -/
theorem energy_bounds (h : Matrix n n ℝ) (φ : n → X → ℝ) (v : X → X → ℝ)
    (hv : ∀ x y, v x y = v y x) (hpos : ∀ x y, x ≠ y → 0 ≤ v x y)
    {D : Matrix n n ℝ} (hD : D.PosSemidef) :
    (h * D).trace ≤ energy h φ v D ∧ energy h φ v D ≤ (fock h φ v D * D).trace := by
  classical
  have hG := meanField_posSemidef φ v hv hpos hD
  -- factorise the density matrix and use cyclicity of the trace
  have ht : 0 ≤ (meanField φ v D * D).trace := by
    obtain ⟨B, hB⟩ := CStarAlgebra.nonneg_iff_eq_star_mul_self.mp
      (Matrix.nonneg_iff_posSemidef.mpr hD)
    have hcyc : (meanField φ v D * D).trace = (B * meanField φ v D * Bᴴ).trace := by
      calc (meanField φ v D * D).trace
          = (meanField φ v D * (Bᴴ * B)).trace :=
            congrArg (fun M => (meanField φ v D * M).trace) hB
        _ = (B * meanField φ v D * Bᴴ).trace := by
            rw [← Matrix.mul_assoc, Matrix.trace_mul_comm, ← Matrix.mul_assoc]
    rw [hcyc]
    exact (hG.mul_mul_conjTranspose_same B).trace_nonneg
  constructor
  · rw [energy]
    linarith
  · rw [energy, fock, Matrix.add_mul, Matrix.trace_add]
    linarith
```

## Why the off-diagonal sign matters

Take as basis the functions that equal one at a single grid point and zero elsewhere.

```lean
/-- The basis of grid-point functions: each is one at its own point and zero elsewhere. -/
def pointBasis [DecidableEq X] (p x : X) : ℝ := if p = x then 1 else 0
```

Let $D$ have a single nonzero entry, $D_{bb}=1$, and let $a\ne b$. Then $J_{aa}=(aa|bb)=v(a,b)$ and $K_{aa}=(ab|ab)=0$. A positive semidefinite matrix has nonnegative diagonal entries, so $v(a,b)\ge0$. Positivity for all positive semidefinite $D$ in this basis thus forces the sign condition; a smaller basis may impose less.

```lean
/-- If, in the basis of grid-point functions, `J(D) - K(D)` is positive semidefinite for every
positive semidefinite `D`, then the kernel is nonnegative between distinct grid points. -/
theorem kernel_nonneg_of_meanField_posSemidef [DecidableEq X] (v : X → X → ℝ)
    (H : ∀ D : Matrix X X ℝ, D.PosSemidef → (meanField pointBasis v D).PosSemidef)
    {a b : X} (hab : a ≠ b) : 0 ≤ v a b := by
  -- put one electron at `b` and probe the field at `a`
  have hd : (0 : X → ℝ) ≤ fun r => if r = b then 1 else 0 := by
    intro r
    by_cases hr : r = b <;> simp [hr]
  have hp := (H _ (Matrix.PosSemidef.diagonal hd)).diag_nonneg (i := a)
  have e : meanField pointBasis v (Matrix.diagonal fun r => if r = b then 1 else 0) a a =
      eri pointBasis v a a b b - eri pointBasis v a b a b := by
    simp [meanField, coulomb, exchange, Matrix.diagonal_apply]
  have eJ : eri pointBasis v a a b b = v a b := by simp [eri, pointBasis]
  have eK : eri pointBasis v a b a b = 0 := by simp [eri, pointBasis, hab]
  rw [e, eJ, eK, sub_zero] at hp
  exact hp

end

end HartreeFockPositivity
```

```lean
#print axioms HartreeFockPositivity.fock_monotone
-- 'HartreeFockPositivity.fock_monotone' depends on axioms: [propext, Classical.choice, Quot.sound]
#print axioms HartreeFockPositivity.fock_sub_core_posSemidef
-- 'HartreeFockPositivity.fock_sub_core_posSemidef' depends on axioms: [propext, Classical.choice, Quot.sound]
#print axioms HartreeFockPositivity.energy_bounds
-- 'HartreeFockPositivity.energy_bounds' depends on axioms: [propext, Classical.choice, Quot.sound]
#print axioms HartreeFockPositivity.kernel_nonneg_of_meanField_posSemidef
-- 'HartreeFockPositivity.kernel_nonneg_of_meanField_posSemidef' depends on axioms: [propext, Classical.choice, Quot.sound]
```
